# The sixteen two-spin product operators are Hermitian, trace-orthonormal and complete

## Question

For one spin ½, let s_a run over the identity and the Pauli matrices σx, σy, σz. For a 2×2 matrix M with entries m00, m01, m10, m11, the traces tr(s_a M) are m00+m11, m01+m10, i(m01−m10) and m00−m11, and ½ Σ_a tr(s_a M) s_a rebuilds M. Its (0,1) entry, for instance, is ½[(m01+m10) + (m01−m10)] = m01. For two spins the claim is that E/2, I1a, I2b and 2 I1a I2b (E the identity, I1a and I2b the spin components, in units of ħ, along a, b in x, y, z) are Hermitian, orthonormal under tr(AB), and expand every complex 4×4 matrix through their traces. How is this stated and proved in Lean 4 with Mathlib?

## Answer

### Modelling choices

With ħ = 1 the spin operators are I_a = σ_a/2 (`spin`), where `Fin 3` numbers x, y, z as 0, 1, 2, and index 0 of `Fin 2` is the state with I_z = +½. A two-spin index is a pair r = (r1, r2), so `TwoSpinOp` is a 4×4 complex matrix. The Kronecker product `⊗ₖ` of 2×2 matrices has entries

(A ⊗ C)_rs = A_(r1 s1) C_(r2 s2),

and I1a = I_a ⊗ 1, I2b = 1 ⊗ I_b. A `Label` p = (p1, p2) gives each spin an axis or `none`, and `prodOp p`, written B_p, is defined case by case as E/2, I1a, I2b or 2 I1a I2b. The function `sigma` is s_a, with s_none = 1.

### Derivation by hand

Since (A ⊗ C)(A′ ⊗ C′) = AA′ ⊗ CC′, one has 2 I1a I2b = 2 (σ_a/2 ⊗ σ_b/2) = ½ σ_a ⊗ σ_b. The other three cases are immediate, so

B_p = ½ s_p1 ⊗ s_p2.

Each s_a is Hermitian and squares to 1. A product of two different ones is a multiple of a Pauli matrix (σxσy = iσz and so on), hence traceless, and tr(s_a s_b) = 2δ_ab. One-spin completeness reads

Σ_a (s_a)_ij (s_a)_kl = 2 δ_il δ_jk.

For i = j and k = l only 1 and σz contribute, giving 1 + (−1)^(i+k), which is 2 when i = k and 0 otherwise. For i ≠ j and k ≠ l only σx and σy contribute, and the σx term is 1. The off-diagonal entries of σy are minus and plus the imaginary unit, so the σy term is their product, 1, when (k, l) = (j, i), and the square of one of them, −1, when (k, l) = (i, j). The sums are 2 and 0. Mixed cases vanish.

These facts factorise. The adjoint B_p† = ½ s_p1† ⊗ s_p2† equals B_p, and

tr(B_p B_q) = ¼ tr(s_p1 s_q1) tr(s_p2 s_q2) = δ_pq,

Σ_p (B_p)_rs (B_p)_tu = ¼ (2 δ_r1u1 δ_s1t1)(2 δ_r2u2 δ_s2t2) = δ_ru δ_st.

Contracting the last line with a 4×4 matrix M gives the expansion, entry by entry:

Σ_p tr(B_p M) (B_p)_tu = Σ_rs M_sr Σ_p (B_p)_rs (B_p)_tu = M_tu.

Three consequences follow. Orthonormality gives tr(B_q Σ_p c_p B_p) = c_q for complex numbers c_p. Expanding M inside tr(MN), for a second matrix N, gives Σ_p tr(B_p M) tr(B_p N). If M† = M, the conjugate of tr(B_p M) is tr(M† B_p†) = tr(B_p M), so the coefficient is real; conversely, a real combination of Hermitian matrices is Hermitian.

### The Lean file

```lean
import Mathlib

open Matrix Complex
open scoped Kronecker

namespace ProductOperatorBasis

noncomputable section

/-- Operators on two spins 1/2: complex 4×4 matrices in the product basis. -/
abbrev TwoSpinOp := Matrix (Fin 2 × Fin 2) (Fin 2 × Fin 2) ℂ

/-- Labels of product operators: each spin carries either no axis or one of x, y, z. -/
abbrev Label := Option (Fin 3) × Option (Fin 3)

/-- The Pauli matrices σx, σy, σz. -/
def pauli : Fin 3 → Matrix (Fin 2) (Fin 2) ℂ :=
  ![!![0, 1; 1, 0], !![0, -I; I, 0], !![1, 0; 0, -1]]

/-- The spin-1/2 operators I_a = σ_a / 2. -/
def spin (a : Fin 3) : Matrix (Fin 2) (Fin 2) ℂ := (1 / 2 : ℂ) • pauli a

/-- The operator I1a = I_a ⊗ 1 of the first spin. -/
def I1 (a : Fin 3) : TwoSpinOp := spin a ⊗ₖ (1 : Matrix (Fin 2) (Fin 2) ℂ)

/-- The operator I2a = 1 ⊗ I_a of the second spin. -/
def I2 (a : Fin 3) : TwoSpinOp := (1 : Matrix (Fin 2) (Fin 2) ℂ) ⊗ₖ spin a

/-- The sixteen product operators E/2, I1a, I2b and 2 I1a I2b. -/
def prodOp : Label → TwoSpinOp
  | (none, none) => (1 / 2 : ℂ) • (1 : TwoSpinOp)
  | (some a, none) => I1 a
  | (none, some b) => I2 b
  | (some a, some b) => (2 : ℂ) • (I1 a * I2 b)

/-- The four one-spin matrices s: the identity and the three Pauli matrices. -/
def sigma : Option (Fin 3) → Matrix (Fin 2) (Fin 2) ℂ
  | none => 1
  | some a => pauli a

/-- The product operator with label (a, b) equals ½ s_a ⊗ s_b. -/
theorem prodOp_eq (p : Label) : prodOp p = (1 / 2 : ℂ) • (sigma p.1 ⊗ₖ sigma p.2) := by
  rcases p with ⟨_ | a, _ | b⟩
  · simp [prodOp, sigma]
  · simp only [prodOp, sigma, I2, spin, Matrix.kronecker_smul]
  · simp only [prodOp, sigma, I1, spin, Matrix.smul_kronecker]
  · simp only [prodOp, sigma, I1, I2, spin, ← Matrix.mul_kronecker_mul, Matrix.one_mul,
      Matrix.mul_one, Matrix.smul_kronecker, Matrix.kronecker_smul, Matrix.smul_mul,
      Matrix.mul_smul, smul_smul]
    module

/-- The one-spin matrices s_a are Hermitian and satisfy tr(s_a s_b) = 2 δ_ab. -/
theorem sigma_hermitian_trace :
    (∀ a, (sigma a)ᴴ = sigma a) ∧
      ∀ a b, trace (sigma a * sigma b) = if a = b then 2 else 0 := by
  constructor
  · intro a
    rcases a with _ | a
    · simp [sigma]
    · fin_cases a <;> ext i j <;> fin_cases i <;> fin_cases j <;>
        simp [sigma, pauli, conjTranspose_apply]
  · intro a b
    rcases a with _ | a <;> rcases b with _ | b <;> (try fin_cases a) <;> (try fin_cases b) <;>
      simp [sigma, pauli, Matrix.trace_fin_two] <;> norm_num

/-- One-spin completeness relation: Σ_a (s_a)_ij (s_a)_kl = 2 δ_il δ_jk. -/
theorem sigma_complete (i j k l : Fin 2) :
    ∑ a, sigma a i j * sigma a k l = if i = l ∧ j = k then 2 else 0 := by
  fin_cases i <;> fin_cases j <;> fin_cases k <;> fin_cases l <;>
    simp [Fintype.sum_option, Fin.sum_univ_three, sigma, pauli] <;> norm_num

/-- Every product operator is Hermitian. -/
theorem prodOp_isHermitian (p : Label) : (prodOp p).IsHermitian := by
  refine Matrix.ext fun r s => ?_
  have h0 : star (1 / 2 : ℂ) = 1 / 2 := by simp
  have h1 : star (sigma p.1 s.1 r.1) = sigma p.1 r.1 s.1 :=
    congrFun (congrFun (sigma_hermitian_trace.1 p.1) r.1) s.1
  have h2 : star (sigma p.2 s.2 r.2) = sigma p.2 r.2 s.2 :=
    congrFun (congrFun (sigma_hermitian_trace.1 p.2) r.2) s.2
  simp only [conjTranspose_apply, prodOp_eq, Matrix.smul_apply, kroneckerMap_apply,
    smul_eq_mul, star_mul', h0, h1, h2]

/-- The product operators are orthonormal under the trace: tr(B_p B_q) = δ_pq. -/
theorem prodOp_orthonormal (p q : Label) :
    trace (prodOp p * prodOp q) = if p = q then 1 else 0 := by
  -- the trace factorises into one-spin traces
  rw [prodOp_eq p, prodOp_eq q, Matrix.smul_mul, Matrix.mul_smul, ← Matrix.mul_kronecker_mul,
    trace_smul, trace_smul, trace_kronecker, sigma_hermitian_trace.2, sigma_hermitian_trace.2]
  by_cases h1 : p.1 = q.1 <;> by_cases h2 : p.2 = q.2 <;>
    simp [Prod.ext_iff, h1, h2] <;> norm_num

/-- Two-spin completeness relation: Σ_p (B_p)_rs (B_p)_tu = δ_ru δ_st. -/
theorem prodOp_complete (r s t u : Fin 2 × Fin 2) :
    ∑ p, prodOp p r s * prodOp p t u = if r = u ∧ s = t then 1 else 0 := by
  obtain ⟨r1, r2⟩ := r
  obtain ⟨s1, s2⟩ := s
  obtain ⟨t1, t2⟩ := t
  obtain ⟨u1, u2⟩ := u
  have h : ∀ p : Label, prodOp p (r1, r2) (s1, s2) * prodOp p (t1, t2) (u1, u2) =
      1 / 4 * ((sigma p.1 r1 s1 * sigma p.1 t1 u1) * (sigma p.2 r2 s2 * sigma p.2 t2 u2)) := by
    intro p
    simp only [prodOp_eq, Matrix.smul_apply, kroneckerMap_apply, smul_eq_mul]
    ring
  -- the double sum is a product of two one-spin completeness sums
  simp only [h]
  rw [Fintype.sum_prod_type]
  simp only [← Finset.mul_sum, ← Finset.sum_mul, sigma_complete]
  by_cases h1 : r1 = u1 <;> by_cases h2 : s1 = t1 <;> by_cases h3 : r2 = u2 <;>
    by_cases h4 : s2 = t2 <;> simp [h1, h2, h3, h4] <;> norm_num

/-- The sixteen product operators are Hermitian and orthonormal under tr(AB), and every
complex 4×4 matrix M equals Σ_p tr(B_p M) B_p. -/
theorem product_operator_basis :
    (∀ p, (prodOp p).IsHermitian) ∧
      (∀ p q, trace (prodOp p * prodOp q) = if p = q then 1 else 0) ∧
      ∀ M : TwoSpinOp, M = ∑ p, trace (prodOp p * M) • prodOp p := by
  refine ⟨prodOp_isHermitian, prodOp_orthonormal, fun M => Matrix.ext fun t u => ?_⟩
  simp only [Matrix.sum_apply, Matrix.smul_apply, smul_eq_mul, trace, diag_apply,
    Matrix.mul_apply, Finset.sum_mul]
  -- move the sum over operators inside and use completeness
  have h : ∑ p, ∑ r, ∑ s, prodOp p r s * M s r * prodOp p t u =
      ∑ r, ∑ s, M s r * ∑ p, prodOp p r s * prodOp p t u := by
    rw [Finset.sum_comm]
    refine Finset.sum_congr rfl fun r _ => ?_
    rw [Finset.sum_comm]
    refine Finset.sum_congr rfl fun s _ => ?_
    rw [Finset.mul_sum]
    exact Finset.sum_congr rfl fun p _ => by ring
  rw [h]
  simp only [prodOp_complete]
  rw [Finset.sum_eq_single u, Finset.sum_eq_single t]
  · simp
  · intro b _ hb
    simp [hb]
  · simp
  · intro b _ hb
    simp [hb]
  · simp

/-- The trace with B_q extracts the coefficient c_q from the combination Σ_p c_p B_p. -/
theorem trace_mul_combination (c : Label → ℂ) (q : Label) :
    trace (prodOp q * ∑ p, c p • prodOp p) = c q := by
  simp only [Matrix.mul_sum, trace_sum, Matrix.mul_smul, trace_smul, prodOp_orthonormal]
  simp

/-- For any two-spin operators, tr(M N) = Σ_p tr(B_p M) tr(B_p N). -/
theorem trace_mul_eq_sum (M N : TwoSpinOp) :
    trace (M * N) = ∑ p, trace (prodOp p * M) * trace (prodOp p * N) := by
  conv_lhs => rw [product_operator_basis.2.2 M]
  simp only [Matrix.sum_mul, trace_sum, Matrix.smul_mul, trace_smul, smul_eq_mul]

/-- A two-spin operator M is Hermitian exactly when all sixteen coefficients tr(B_p M)
are real. -/
theorem isHermitian_iff_real_coeff (M : TwoSpinOp) :
    M.IsHermitian ↔ ∀ p, (trace (prodOp p * M)).im = 0 := by
  have hB : ∀ p, (prodOp p)ᴴ = prodOp p := fun p => (prodOp_isHermitian p).eq
  constructor
  · intro hM p
    -- the conjugate of tr(B M) is tr(M† B†) = tr(B M)
    have h : star (trace (prodOp p * M)) = trace (prodOp p * M) := by
      rw [← trace_conjTranspose, conjTranspose_mul, hM.eq, hB, trace_mul_comm]
    exact Complex.conj_eq_iff_im.mp h
  · intro h
    have hc : ∀ p, star (trace (prodOp p * M)) = trace (prodOp p * M) :=
      fun p => Complex.conj_eq_iff_im.mpr (h p)
    have hM := product_operator_basis.2.2 M
    calc Mᴴ = (∑ p, trace (prodOp p * M) • prodOp p)ᴴ := by rw [← hM]
      _ = ∑ p, trace (prodOp p * M) • prodOp p := by
        simp only [conjTranspose_sum, conjTranspose_smul, hc, hB]
      _ = M := hM.symm

end

end ProductOperatorBasis
```

```lean
#print axioms ProductOperatorBasis.product_operator_basis
#print axioms ProductOperatorBasis.trace_mul_combination
#print axioms ProductOperatorBasis.trace_mul_eq_sum
#print axioms ProductOperatorBasis.isHermitian_iff_real_coeff
```

```
'ProductOperatorBasis.product_operator_basis' depends on axioms: [propext, Classical.choice, Quot.sound]
'ProductOperatorBasis.trace_mul_combination' depends on axioms: [propext, Classical.choice, Quot.sound]
'ProductOperatorBasis.trace_mul_eq_sum' depends on axioms: [propext, Classical.choice, Quot.sound]
'ProductOperatorBasis.isHermitian_iff_real_coeff' depends on axioms: [propext, Classical.choice, Quot.sound]
```

### Remarks

`product_operator_basis` states, with no hypothesis, that every B_p is Hermitian, that tr(B_p B_q) is 1 for p = q and 0 otherwise, and that every M equals Σ_p tr(B_p M) B_p. The theorems `trace_mul_combination`, `trace_mul_eq_sum` and `isHermitian_iff_real_coeff` are the three consequences. In magnetic resonance this expansion writes a density operator or Hamiltonian in product operators with real coefficients, here for exactly two spins ½ and with nothing said about rotations, commutators, time evolution or positivity.

`prodOp_eq` is the reduction to ½ s_p1 ⊗ s_p2, using `Matrix.mul_kronecker_mul` in the fourth case. `sigma_hermitian_trace` and `sigma_complete` check entries by `fin_cases`. `prodOp_isHermitian` takes the adjoint entry by entry, and `prodOp_orthonormal` splits the trace by `trace_kronecker`. In `prodOp_complete`, `Fintype.sum_prod_type` makes the sum over p a double sum, which separates into two one-spin sums. The main proof moves Σ_p inside with `Finset.sum_comm`, and `Finset.sum_eq_single` keeps r = u and s = t.

The examples below were worked on paper and not run through Lean. Take for M the projector on index (0,0). Then tr(B_p M) is the diagonal entry of B_p at (0,0), which is ½ for E/2, I1z, I2z and 2 I1z I2z, and zero for the other twelve. In the order (0,0), (0,1), (1,0), (1,1), half the sum of these four operators is

¼ [diag(1,1,1,1) + diag(1,1,−1,−1) + diag(1,−1,1,−1) + diag(1,−1,−1,1)] = diag(1,0,0,0),

and tr(M²) = 4 · ¼ = 1.

Reality of the coefficients fails without Hermiticity: M = I1x + i I1y has coefficients 1 and i. The same matrix has tr(M²) = 1² + i² = 0 although M ≠ 0, so tr(AB) is a bilinear form and not an inner product on all complex matrices.

An alternative model would use the Hilbert–Schmidt product tr(A†B). The coefficients would be unchanged because B_p† = B_p, while the sum rule would become tr(M†N) = Σ_p conj(tr(B_p M)) tr(B_p N), which gives 2 for M = N = I1x + i I1y.
